# Smolyak quadrature is exact up to total degree $L$ when each one-dimensional rule of level $l$ is exact up to degree $l$

Q: Take two coordinates $x_1, x_2$ and maximum total level $L=1$. For coordinate $i$, let $I_i$ be the exact one-dimensional integral and $Q_{i,l}$ the rule of level $l$, guaranteed only up to degree $l$. I integrate the function $x_1$. Some terms use $Q_{1,0}$, which may get $x_1$ wrong. How can the total be right?

A: Write $\Delta_{i,0}=Q_{i,0}$ and $\Delta_{i,l}=Q_{i,l}-Q_{i,l-1}$ for $l\ge 1$. The allowed level pairs are $(0,0)$, $(1,0)$ and $(0,1)$, so the sum is
$$Q_{1,0}(x)\,Q_{2,0}(1)+\big[Q_{1,1}(x)-Q_{1,0}(x)\big]Q_{2,0}(1)+Q_{1,0}(x)\big[Q_{2,1}(1)-Q_{2,0}(1)\big].$$
The last bracket vanishes, because both rules integrate the constant exactly. In the first two terms the bad value $Q_{1,0}(x)$ cancels. What remains is $Q_{1,1}(x)\,Q_{2,0}(1)=I_1(x)\,I_2(1)$.

Q: And for any number of coordinates?

A: The same two effects suffice. Let $p_i$ have degree $n_i$, with $\sum_i n_i\le L$.

First, increments telescope: $\sum_{l=0}^{n}\Delta_{i,l}(p)=Q_{i,n}(p)$.

Second, if $\deg p<l$, then $l\ge1$ and $\deg p\le l-1$. Both rules in $\Delta_{i,l}$ are then exact on $p$, and $\Delta_{i,l}(p)=I_i(p)-I_i(p)=0$.

So a level vector with some $l_i>n_i$ contributes nothing. The others fill the box $0\le l_i\le n_i$, and the whole box is allowed, since there $\sum_i l_i\le\sum_i n_i\le L$. A sum of products over a box factorises:
$$\sum_{l_i\le n_i}\prod_i\Delta_{i,l_i}(p_i)=\prod_i\sum_{l=0}^{n_i}\Delta_{i,l}(p_i)=\prod_i Q_{i,n_i}(p_i)=\prod_i I_i(p_i).$$

Q: What does this give me in a vibrational calculation?

A: In a harmonic-oscillator product basis with a polynomial potential, a potential matrix element is a polynomial integrated against a product of Gaussians. If each one-dimensional rule of level $l$ is exact for its Gaussian weight up to degree $l$, the Smolyak rule gives this element exactly whenever the bra, ket and potential degrees together do not exceed $L$. For a potential that is not polynomial, the result gives no error bound, and it does not count grid points either.

Q: Now the formal version. Where are my points and weights?

```lean
import Mathlib

open Polynomial

namespace SmolyakQuadrature

noncomputable section

/-- A one-dimensional integration rule: a linear functional on real polynomials. -/
abbrev Rule := ℝ[X] →ₗ[ℝ] ℝ
```

A: They are absorbed into `Rule`, a linear map from real polynomials to real numbers. A quadrature $p\mapsto\sum_k w_k\,p(x_k)$ is one, and so is the exact integral against a Gaussian, with the weight function inside the functional. The type also admits functionals that are not point sums, so the theorem covers more than grids.

Q: And the quality of the rules?

```lean
/-- The rules `Q l` agree with the functional `I` on all polynomials of degree at most `l`. -/
def IsExact (Q : ℕ → Rule) (I : Rule) : Prop :=
  ∀ (l : ℕ) (p : ℝ[X]), p.natDegree ≤ l → Q l p = I p
```

A: That is assumed, not derived. `IsExact Q I` says that level `l` reproduces `I` up to degree `l`. For a quadrature, it is a condition on the points and weights you choose at each level. The Gauss rule with $l+1$ points for the weight in `I` satisfies it with room to spare, being exact to degree $2l+1$. Lean's `natDegree` assigns degree zero to the zero polynomial, so only nonzero factors use up the degree budget.

Q: How is the rule of level $-1$ handled, if levels are natural numbers?

```lean
/-- The difference between the rules of levels `l` and `l - 1`, where the rule of
level `-1` is zero. -/
def increment (Q : ℕ → Rule) : ℕ → Rule
  | 0 => Q 0
  | l + 1 => Q (l + 1) - Q l
```

A: By cases: level 0 returns `Q 0`, and level `l + 1` returns a difference. No level $-1$ is needed. The two effects from the example are then separate lemmas.

```lean
/-- The increments up to level `n` add up to the rule of level `n`. -/
theorem sum_increment (Q : ℕ → Rule) (n : ℕ) (p : ℝ[X]) :
    ∑ l ∈ Finset.range (n + 1), increment Q l p = Q n p := by
  induction n with
  | zero => simp [increment]
  | succ n ih =>
    rw [Finset.sum_range_succ, ih]
    simp only [increment, LinearMap.sub_apply]
    ring

/-- For an exact family, the increment of level `l` vanishes on polynomials of degree
below `l`. -/
theorem increment_eq_zero {Q : ℕ → Rule} {I : Rule} (h : IsExact Q I)
    {l : ℕ} {p : ℝ[X]} (hp : p.natDegree < l) : increment Q l p = 0 := by
  cases l with
  | zero => omega
  | succ n =>
    simp only [increment, LinearMap.sub_apply]
    rw [h (n + 1) p (by omega), h n p (by omega), sub_self]
```

The first is an induction on `n`: each new increment turns `Q n p` into `Q (n + 1) p`. In the second, `omega` rules out level 0, since no degree lies below zero. At level `n + 1`, exactness is used twice, once for each rule, and `sub_self` finishes.

Q: Does the formal sum run over the right level vectors?

```lean
variable {ι : Type*} [Fintype ι] [DecidableEq ι]

/-- The level vectors, one level per coordinate, whose total level is at most `L`. -/
def levels (ι : Type*) [Fintype ι] [DecidableEq ι] (L : ℕ) : Finset (ι → ℕ) :=
  (Fintype.piFinset fun _ => Finset.range (L + 1)).filter fun l => ∑ i, l i ≤ L

/-- A level vector enters the Smolyak sum exactly when its total level is at most `L`. -/
theorem mem_levels {L : ℕ} {l : ι → ℕ} : l ∈ levels ι L ↔ ∑ i, l i ≤ L := by
  simp only [levels, Finset.mem_filter, Fintype.mem_piFinset, Finset.mem_range]
  constructor
  · exact And.right
  · intro h
    refine ⟨fun i => ?_, h⟩
    have hi : l i ≤ ∑ j, l j :=
      Finset.single_le_sum (f := l) (fun j _ => Nat.zero_le (l j)) (Finset.mem_univ i)
    exact Nat.lt_succ_of_le (hi.trans h)
```

A: Yes. The coordinates are labelled by a finite type `ι`. The set `levels ι L` is built by taking all vectors with entries from 0 to `L` and keeping those with total at most `L`. The lemma `mem_levels` shows that the initial box removes nothing: each entry is bounded by the total, so membership means exactly $\sum_i l_i\le L$.

```lean
/-- The Smolyak sum of a product of one-coordinate polynomials `p i`. -/
def smolyakSum (Q : ι → ℕ → Rule) (L : ℕ) (p : ι → ℝ[X]) : ℝ :=
  ∑ l ∈ levels ι L, ∏ i, increment (Q i) (l i) (p i)
```

Here `Q i l` is my $Q_{i,l}$, so coordinates with different weight functions may use different families. With a single coordinate the sum telescopes to $Q_L(p)$, and the claim reduces to the assumed exactness of that one rule.

Q: Then show me the main theorem.

```lean
/-- For exact one-dimensional families, the Smolyak sum equals the product of the exact
one-dimensional values whenever the degrees of the factors total at most `L` (a zero factor counts
as degree zero). -/
theorem smolyakSum_eq_prod {Q : ι → ℕ → Rule} {I : ι → Rule}
    (h : ∀ i, IsExact (Q i) (I i)) {L : ℕ} {p : ι → ℝ[X]}
    (hp : ∑ i, (p i).natDegree ≤ L) :
    smolyakSum Q L p = ∏ i, I i (p i) := by
  calc smolyakSum Q L p
      = ∑ l ∈ Fintype.piFinset (fun i => Finset.range ((p i).natDegree + 1)),
          ∏ i, increment (Q i) (l i) (p i) := by
        -- only levels not exceeding the degrees contribute
        unfold smolyakSum
        symm
        apply Finset.sum_subset
        · intro l hl
          have hl' := Fintype.mem_piFinset.mp hl
          exact mem_levels.mpr ((Finset.sum_le_sum fun i _ =>
            Nat.lt_succ_iff.mp (Finset.mem_range.mp (hl' i))).trans hp)
        · intro l _ hl
          rw [Fintype.mem_piFinset] at hl
          obtain ⟨i, hi⟩ := not_forall.mp hl
          rw [Finset.mem_range] at hi
          exact Finset.prod_eq_zero (Finset.mem_univ i)
            (increment_eq_zero (h i) (by omega))
    _ = ∏ i, ∑ l ∈ Finset.range ((p i).natDegree + 1), increment (Q i) l (p i) := by
        -- the sum over a box factorises
        rw [Finset.prod_univ_sum]
    _ = ∏ i, I i (p i) := by
        refine Finset.prod_congr rfl fun i _ => ?_
        rw [sum_increment, h i _ _ le_rfl]
```

A: In words: if every family is exact in the sense above and the degrees of the `p i` total at most `L`, the Smolyak sum equals the product of the exact one-dimensional values. The `calc` block follows the derivation by hand. `Finset.sum_subset` replaces the allowed level vectors by the box; its two obligations are that the box lies inside the allowed set, and that every vector outside the box has a vanishing factor. `Finset.prod_univ_sum` factorises the box sum. Finally, `sum_increment` telescopes each factor to the rule whose level is the degree of `p i`, and exactness turns that into `I i (p i)`.

Q: My force field is coupled. A potential with $x_1^2x_2$ and $x_1x_2^2$ terms is not a single product.

```lean
/-- The product of one-dimensional functionals, applied to a multivariate polynomial
monomial by monomial. -/
def productRule (φ : ι → Rule) (P : MvPolynomial ι ℝ) : ℝ :=
  ∑ m ∈ P.support, P.coeff m * ∏ i, φ i (X ^ (m i))

/-- The Smolyak rule of level `L` applied to a multivariate polynomial. -/
def smolyakRule (Q : ι → ℕ → Rule) (L : ℕ) (P : MvPolynomial ι ℝ) : ℝ :=
  ∑ l ∈ levels ι L, productRule (fun i => increment (Q i) (l i)) P
```

A: It is a sum of products. Write $P=\sum_m c_m\prod_i x_i^{m_i}$, where $m$ is an exponent vector. Then `productRule` applies the one-dimensional functionals to each monomial and adds the results with the coefficients $c_m$. For point rules this is the usual tensor-grid sum, by linearity; I offer that identification as an argument by hand, not as a theorem of the file.

```lean
/-- For exact one-dimensional families, the Smolyak rule of level `L` agrees with the exact product
functional on every multivariate polynomial of total degree at most `L`. -/
theorem smolyakRule_exact {Q : ι → ℕ → Rule} {I : ι → Rule}
    (h : ∀ i, IsExact (Q i) (I i)) {L : ℕ} {P : MvPolynomial ι ℝ}
    (hP : P.totalDegree ≤ L) : smolyakRule Q L P = productRule I P := by
  unfold smolyakRule productRule
  rw [Finset.sum_comm]
  refine Finset.sum_congr rfl fun m hm => ?_
  -- each monomial is a product of one-coordinate powers
  have hdeg : ∑ i, ((X : ℝ[X]) ^ (m i)).natDegree ≤ L := by
    simp only [natDegree_X_pow]
    have hm' := MvPolynomial.le_totalDegree hm
    rw [Finsupp.sum_fintype _ _ (fun _ => rfl)] at hm'
    exact hm'.trans hP
  have key := smolyakSum_eq_prod h hdeg
  unfold smolyakSum at key
  rw [← Finset.mul_sum, key]
```

If $P$ has total degree at most $L$, so does each of its monomials. Exchanging the two finite sums gives
$$\sum_{l}\sum_m c_m\prod_i\Delta_{i,l_i}(x^{m_i})=\sum_m c_m\sum_l\prod_i\Delta_{i,l_i}(x^{m_i})=\sum_m c_m\prod_i I_i(x^{m_i}).$$
In the proof, `Finset.sum_comm` makes the exchange, `MvPolynomial.le_totalDegree` bounds each monomial's degree, and the product theorem evaluates the inner sum.

Q: Could the degree bound simply be pessimistic? With a one-point rule of level 0 at the centre $x=0$ of a symmetric weight, $x_1x_2$ comes out right even at $L=1$.

A: For that rule it does, because $Q_{i,0}(x)=I_i(x)=0$ already. But under the stated assumption alone the bound cannot be raised. Consider the rule that adds up coefficients, $Q_n(p)=\sum_{k\le n}a_k$ for $p=\sum_k a_kx^k$.

```lean
/-- The rule that adds up the coefficients of a polynomial up to degree `n`. -/
def truncRule (n : ℕ) : Rule := ∑ k ∈ Finset.range (n + 1), lcoeff ℝ k

/-- The truncated coefficient sums are exact, level by level, for evaluation at the
point `1`. -/
theorem isExact_witness : IsExact truncRule (leval (1 : ℝ)) := by
  intro l p hp
  simp only [truncRule, LinearMap.sum_apply, lcoeff_apply, leval_apply]
  rw [eval_eq_sum_range' (show p.natDegree < l + 1 by omega)]
  simp
```

If $\deg p\le n$, this adds all the coefficients, which gives $p(1)$. So the family is exact for evaluation at the point 1, written `leval (1 : ℝ)`. The proof expands $p(1)$ as a coefficient sum with `eval_eq_sum_range'`.

```lean
/-- The level-`l` increment of the truncated coefficient sums is the coefficient of
degree `l`. -/
theorem increment_truncRule (l : ℕ) (p : ℝ[X]) : increment truncRule l p = p.coeff l := by
  cases l with
  | zero => simp [increment, truncRule]
  | succ n =>
    simp only [increment, truncRule, LinearMap.sub_apply]
    rw [Finset.sum_range_succ _ (n + 1), LinearMap.add_apply, lcoeff_apply]
    ring
```

Subtracting neighbouring levels leaves one coefficient, $\Delta_l(p)=a_l$. On a monomial with exponents $m_i$, the product of increments is therefore 1 if $l=m$ and 0 otherwise.

Q: So the sum sees the monomial only if $m$ itself is an allowed level vector?

A: Exactly. If $\sum_i m_i>L$, it is not allowed, and the Smolyak sum is 0 while the exact value is $\prod_i 1^{m_i}=1$. The proof takes any allowed `l`, notes that it differs from `m` in some coordinate, and shows that the factor there is zero. This family is an algebraic test case: it satisfies the same exactness assumption and fails on every monomial above the bound. From level 1 on it is not a point sum on all polynomials, but on polynomials of bounded degree it can be written as one with enough points, so the failure is not foreign to grids.

```lean
/-- For the truncated coefficient sums, the Smolyak sum of any monomial of total degree
above `L` is zero, while the exact value is one. -/
theorem smolyakSum_sharp {L : ℕ} {m : ι → ℕ} (hm : L < ∑ i, m i) :
    smolyakSum (fun _ => truncRule) L (fun i => X ^ (m i)) = 0 ∧
      ∏ i, leval (1 : ℝ) (X ^ (m i)) = 1 := by
  constructor
  · refine Finset.sum_eq_zero fun l hl => ?_
    -- a level vector in the sum differs from the exponent vector somewhere
    have hne : l ≠ m := by
      rintro rfl
      exact not_lt_of_ge (mem_levels.mp hl) hm
    obtain ⟨i, hi⟩ := Function.ne_iff.mp hne
    refine Finset.prod_eq_zero (Finset.mem_univ i) ?_
    rw [increment_truncRule, coeff_X_pow, if_neg hi]
  · simp [leval_apply]

end

end SmolyakQuadrature
```

```lean
#print axioms SmolyakQuadrature.smolyakRule_exact
-- 'SmolyakQuadrature.smolyakRule_exact' depends on axioms: [propext, Classical.choice, Quot.sound]
#print axioms SmolyakQuadrature.smolyakSum_sharp
-- 'SmolyakQuadrature.smolyakSum_sharp' depends on axioms: [propext, Classical.choice, Quot.sound]
```
